# The first cosine moment of a nonnegative, normalized periodic kernel bounds its smoothing error on Lipschitz signals

Signals and kernels are modelled here as functions on the whole real line, with \(2\pi\)-periodicity as a hypothesis. Write \(\langle u\rangle=\frac1{2\pi}\int_{-\pi}^{\pi}u(t)\,dt\), which is `periodMean`. The smoothed signal `smooth K f x` is \((K*f)(x)=\langle K(x-t)f(t)\rangle\). With \(g=\langle K\cos t\rangle\) and \(L\) the Lipschitz constant of \(f\), the bound is

\[
|(K*f)(x)-f(x)|\le \pi L\sqrt{(1-g)/2}\quad\text{for every }x.
\]

The kernel may be any continuous function satisfying the hypotheses below; it need not be even or a polynomial. The polynomial case treated here is the even kernel `cosineKernel`, \(K_N(t)=1+2\sum_{n=1}^N g_n\cos nt\). Lean's summation index starts at zero, so its term `n` is harmonic \(n+1\).

```lean
import Mathlib

open scoped Real NNReal

namespace KernelResolution

noncomputable section

/-- The average of a function over the period from `-π` to `π`. -/
def periodMean (u : ℝ → ℝ) : ℝ := (2 * π)⁻¹ * ∫ t in (-π)..π, u t

/-- The normalized convolution of a kernel `K` with a signal `f` over one period. -/
def smooth (K f : ℝ → ℝ) (x : ℝ) : ℝ := periodMean (fun t => K (x - t) * f t)

/-- The even trigonometric polynomial `1 + 2 ∑ gₙ cos (n t)` with harmonics `n = 1, …, N`. -/
def cosineKernel (N : ℕ) (g : ℕ → ℝ) (t : ℝ) : ℝ :=
  1 + 2 * ∑ n ∈ Finset.range N, g (n + 1) * Real.cos (((n : ℝ) + 1) * t)

/-- The Fourier series of `f` cut off after harmonic `N`, with harmonic `n` multiplied by the
damping factor `gₙ`. -/
def dampedFourier (N : ℕ) (g : ℕ → ℝ) (f : ℝ → ℝ) (x : ℝ) : ℝ :=
  periodMean f + 2 * ∑ n ∈ Finset.range N, g (n + 1) *
    (Real.cos (((n : ℝ) + 1) * x) * periodMean (fun t => Real.cos (((n : ℝ) + 1) * t) * f t) +
     Real.sin (((n : ℝ) + 1) * x) * periodMean (fun t => Real.sin (((n : ℝ) + 1) * t) * f t))
```

## Continuity: averages that can be split and compared

A continuous kernel has no point masses or singularities. Both the calculation and the proof use continuity to split averages into sums and to average inequalities. Integrability would be enough for the kernel, but some such condition is needed for the averages to make sense.

```lean
/-- The period average is linear on continuous functions. -/
theorem periodMean_linear (a b : ℝ) {u v : ℝ → ℝ} (hu : Continuous u) (hv : Continuous v) :
    periodMean (fun t => a * u t + b * v t) = a * periodMean u + b * periodMean v := by
  have h1 : IntervalIntegrable (fun t => a * u t) MeasureTheory.volume (-π) π :=
    (continuous_const.mul hu).intervalIntegrable _ _
  have h2 : IntervalIntegrable (fun t => b * v t) MeasureTheory.volume (-π) π :=
    (continuous_const.mul hv).intervalIntegrable _ _
  unfold periodMean
  rw [intervalIntegral.integral_add h1 h2, intervalIntegral.integral_const_mul,
    intervalIntegral.integral_const_mul]
  ring

/-- The period average preserves pointwise inequalities between continuous functions. -/
theorem periodMean_mono {u v : ℝ → ℝ} (hu : Continuous u) (hv : Continuous v)
    (h : ∀ t ∈ Set.Icc (-π) π, u t ≤ v t) : periodMean u ≤ periodMean v := by
  have hp : 0 ≤ (2 * π)⁻¹ := by positivity
  exact mul_le_mul_of_nonneg_left (intervalIntegral.integral_mono_on
    (by linarith [Real.pi_pos]) (hu.intervalIntegrable _ _) (hv.intervalIntegrable _ _) h) hp
```

## Nonnegativity and mean one: the kernel as a probability density

These two conditions make smoothing a weighted average of signal values, and \(m=\langle K|t|\rangle\) is the mean distance over which it averages. For \(|t|\le\pi\), concavity of the sine gives \(|t|\le\pi\sin(|t|/2)\), hence

\[
t^2\le\pi^2\sin^2(t/2)=\tfrac{\pi^2}{2}(1-\cos t).
\]

Since \((|t|-m)^2\ge0\), also \(2m|t|-m^2\le t^2\). Multiplying by \(K\ge0\) and averaging with \(\langle K\rangle=1\) gives

\[
2m^2-m^2\le\tfrac{\pi^2}{2}(1-g),\qquad m\le\pi\sqrt{(1-g)/2}.
\]

In `mean_width_le`, `hquad` is the first inequality and `periodMean_mono` does the averaging.

Without nonnegativity the bound fails. The kernel \(1+2\cos t\) has \(g=1\), so the bound would be zero, yet it sends \(\cos 2t\) to zero. Without mean one, even a constant signal, with \(L=0\), can be changed.

```lean
/-- The mean distance `|t|` under a continuous nonnegative kernel of mean one is bounded through the
kernel's first cosine moment. -/
theorem mean_width_le {K : ℝ → ℝ} (hKc : Continuous K) (hK0 : ∀ t, 0 ≤ K t)
    (hK1 : periodMean K = 1) :
    periodMean (fun t => K t * |t|) ≤
      π * Real.sqrt ((1 - periodMean (fun t => K t * Real.cos t)) / 2) := by
  -- on one period the parabola lies below the cosine well
  have hquad : ∀ t ∈ Set.Icc (-π) π, t ^ 2 ≤ π ^ 2 / 2 * (1 - Real.cos t) := by
    intro t ht
    have habs : |t| ≤ π := abs_le.mpr ⟨ht.1, ht.2⟩
    have h := Real.mul_le_sin (x := |t| / 2) (by positivity) (by linarith)
    have h1 : |t| ≤ π * Real.sin (|t| / 2) := by
      have e : π * (2 / π * (|t| / 2)) = |t| := by field_simp
      calc |t| = π * (2 / π * (|t| / 2)) := e.symm
        _ ≤ _ := mul_le_mul_of_nonneg_left h Real.pi_pos.le
    have h2 := pow_le_pow_left₀ (abs_nonneg t) h1 2
    have h3 : Real.cos t = 1 - 2 * Real.sin (|t| / 2) ^ 2 := by
      have h4 := Real.cos_two_mul (|t| / 2)
      rw [show 2 * (|t| / 2) = |t| by ring, Real.cos_abs] at h4
      linarith [Real.sin_sq_add_cos_sq (|t| / 2)]
    rw [sq_abs] at h2
    rw [h3]
    nlinarith [h2]
  have hA : Continuous (fun t => K t * |t|) := hKc.mul continuous_abs
  have hC : Continuous (fun t => K t * Real.cos t) := hKc.mul Real.continuous_cos
  obtain ⟨m, hm⟩ : ∃ m, m = periodMean (fun t => K t * |t|) := ⟨_, rfl⟩
  -- average `2 m |t| - m² ≤ t²` against the kernel
  have h := periodMean_mono
    (u := fun t => (2 * m) * (K t * |t|) + (-(m ^ 2)) * K t)
    (v := fun t => (π ^ 2 / 2) * K t + (-(π ^ 2 / 2)) * (K t * Real.cos t))
    ((continuous_const.mul hA).add (continuous_const.mul hKc))
    ((continuous_const.mul hKc).add (continuous_const.mul hC)) (by
      intro t ht
      have hq : 2 * m * |t| - m ^ 2 ≤ π ^ 2 / 2 * (1 - Real.cos t) := by
        nlinarith [sq_nonneg (|t| - m), sq_abs t, hquad t ht]
      have h5 := mul_le_mul_of_nonneg_left hq (hK0 t)
      show (2 * m) * (K t * |t|) + (-(m ^ 2)) * K t ≤
        (π ^ 2 / 2) * K t + (-(π ^ 2 / 2)) * (K t * Real.cos t)
      linarith [h5])
  rw [periodMean_linear _ _ hA hKc, periodMean_linear _ _ hKc hC, hK1, ← hm] at h
  rw [← hm]
  have h6 : m ^ 2 ≤ π ^ 2 * ((1 - periodMean (fun t => K t * Real.cos t)) / 2) := by
    linarith [h]
  have h7 := (le_abs_self m).trans (Real.abs_le_sqrt h6)
  rwa [Real.sqrt_mul (sq_nonneg π), Real.sqrt_sq Real.pi_pos.le] at h7
```

## Periodicity and the Lipschitz condition: a signal of limited slope

Periodicity means that the window has no edges. Substituting \(s=x-t\) moves the integration window to \([x-\pi,x+\pi]\), and periodicity of \(K\) and \(f\) moves it back (`hcomm`):

\[
(K*f)(x)-f(x)=\langle K(t)\,[f(x-t)-f(x)]\rangle .
\]

The Lipschitz condition bounds the bracket by \(L|t|\), so the error is at most \(Lm\). The proof averages the upper and lower inequalities separately, as `up` and `lo`.

If \(f\) is not periodic, take \(f(t)=t\) and \(K=1+\cos t\): the smoothed signal is \(\sin x\), and the error is unbounded. If \(K\) is not periodic, its mean and first cosine moment do not control its values outside the window, which `smooth` also uses. A jump in \(f\) admits no finite \(L\), and with a continuous kernel the supremum of the error over any neighbourhood of the jump is at least half the jump.

```lean
/-- Kernel resolution bound: smoothing a periodic signal of Lipschitz constant `L` with a continuous
nonnegative periodic kernel of mean one and first cosine moment `g` changes it by at most `π L √((1
- g) / 2)` at every point. -/
theorem kernel_resolution_bound {K f : ℝ → ℝ} {L : ℝ≥0} (hKc : Continuous K)
    (hKp : Function.Periodic K (2 * π)) (hK0 : ∀ t, 0 ≤ K t) (hK1 : periodMean K = 1)
    (hfp : Function.Periodic f (2 * π)) (hf : LipschitzWith L f) (x : ℝ) :
    |smooth K f x - f x| ≤
      π * L * Real.sqrt ((1 - periodMean (fun t => K t * Real.cos t)) / 2) := by
  -- periodicity moves the shift from the kernel to the signal
  have hcomm : smooth K f x = periodMean (fun t => K t * f (x - t)) := by
    have hper : Function.Periodic (fun s => K s * f (x - s)) (2 * π) := by
      intro s
      have h2 : f (x - (s + 2 * π)) = f (x - s) := by
        rw [← hfp (x - (s + 2 * π))]
        congr 1
        ring
      show K (s + 2 * π) * f (x - (s + 2 * π)) = K s * f (x - s)
      rw [hKp s, h2]
    have h3 := intervalIntegral.integral_comp_sub_left
      (fun s => K s * f (x - s)) x (a := -π) (b := π)
    have h4 := hper.intervalIntegral_add_eq (x - π) (-π)
    rw [show x - π + 2 * π = x - -π by ring, show -π + 2 * π = π by ring] at h4
    simp only [sub_sub_cancel] at h3
    unfold smooth periodMean
    rw [h3, h4]
  have hA : Continuous (fun t => K t * |t|) := hKc.mul continuous_abs
  have hF : Continuous (fun t => K t * f (x - t)) :=
    hKc.mul (hf.continuous.comp (continuous_const.sub continuous_id))
  have hlip : ∀ t, |f (x - t) - f x| ≤ L * |t| := by
    intro t
    have h := hf.dist_le_mul (x - t) x
    rwa [Real.dist_eq, Real.dist_eq, show x - t - x = -t by ring, abs_neg] at h
  have up := periodMean_mono (v := fun t => f x * K t + (L : ℝ) * (K t * |t|)) hF
    ((continuous_const.mul hKc).add (continuous_const.mul hA)) (by
      intro t _
      have h := mul_le_mul_of_nonneg_left (abs_le.mp (hlip t)).2 (hK0 t)
      linarith [h])
  have lo := periodMean_mono (u := fun t => f x * K t + (-(L : ℝ)) * (K t * |t|))
    ((continuous_const.mul hKc).add (continuous_const.mul hA)) hF (by
      intro t _
      have h := mul_le_mul_of_nonneg_left (abs_le.mp (hlip t)).1 (hK0 t)
      linarith [h])
  rw [periodMean_linear _ _ hKc hA, hK1] at up lo
  have hw := mul_le_mul_of_nonneg_left (mean_width_le hKc hK0 hK1) L.coe_nonneg
  rw [hcomm, abs_le]
  constructor <;> linarith
```

## Damping factors that keep the polynomial kernel nonnegative

Expanding \(\cos n(x-t)\) shows that convolution with \(K_N\) keeps the mean, multiplies harmonic \(n\) by \(g_n\) for \(1\le n\le N\), and removes the higher harmonics; Lean proves this by induction on \(N\).

```lean
/-- Convolution of a continuous signal with the cosine kernel gives the signal's damped Fourier
series, cut off after harmonic `N`. -/
theorem smooth_cosineKernel (N : ℕ) (g : ℕ → ℝ) {f : ℝ → ℝ} (hf : Continuous f) (x : ℝ) :
    smooth (cosineKernel N g) f x = dampedFourier N g f x := by
  unfold smooth dampedFourier
  induction N with
  | zero => simp [cosineKernel]
  | succ N ih =>
    have e : (fun t => cosineKernel (N + 1) g (x - t) * f t) = fun t =>
        1 * (cosineKernel N g (x - t) * f t) + (2 * g (N + 1)) *
          (Real.cos (((N : ℝ) + 1) * x) * (Real.cos (((N : ℝ) + 1) * t) * f t) +
           Real.sin (((N : ℝ) + 1) * x) * (Real.sin (((N : ℝ) + 1) * t) * f t)) := by
      funext t
      simp only [cosineKernel, Finset.sum_range_succ]
      rw [show ((N : ℝ) + 1) * (x - t) = ((N : ℝ) + 1) * x - ((N : ℝ) + 1) * t by ring,
        Real.cos_sub]
      ring
    have h1 : Continuous (fun t => cosineKernel N g (x - t) * f t) := by
      unfold cosineKernel
      fun_prop
    have h2 : Continuous (fun t => Real.cos (((N : ℝ) + 1) * t) * f t) := by fun_prop
    have h3 : Continuous (fun t => Real.sin (((N : ℝ) + 1) * t) * f t) := by fun_prop
    have h4 : Continuous (fun t =>
        Real.cos (((N : ℝ) + 1) * x) * (Real.cos (((N : ℝ) + 1) * t) * f t) +
        Real.sin (((N : ℝ) + 1) * x) * (Real.sin (((N : ℝ) + 1) * t) * f t)) := by fun_prop
    rw [e, periodMean_linear 1 (2 * g (N + 1)) h1 h4,
      periodMean_linear (Real.cos (((N : ℝ) + 1) * x)) (Real.sin (((N : ℝ) + 1) * x)) h2 h3,
      ih, Finset.sum_range_succ]
    ring
```

For \(n\ge1\), \(\langle\cos nt\rangle=0\), while \(\langle\cos nt\cos t\rangle\) is \(1/2\) for \(n=1\) and zero otherwise. Thus \(\langle K_N\rangle=1\) and \(g=2g_1\cdot\frac12=g_1\) when \(N\ge1\), which Lean ensures by writing `N + 1`. Reading \(g\) as the coefficient of \(\cos t\), which is \(2g_1\), would wrongly give a zero bound for \(1+\cos t\).

```lean
/-- Every nonconstant cosine harmonic averages to zero over a period. -/
theorem periodMean_cos (k : ℕ) : periodMean (fun t => Real.cos (((k : ℝ) + 1) * t)) = 0 := by
  have hk : (k : ℝ) + 1 ≠ 0 := by positivity
  have hs : Real.sin (((k : ℝ) + 1) * π) = 0 := by
    exact_mod_cast Real.sin_nat_mul_pi (k + 1)
  unfold periodMean
  rw [intervalIntegral.integral_comp_mul_left (fun y => Real.cos y) hk, integral_cos,
    mul_neg, Real.sin_neg, hs]
  simp

/-- With at least one harmonic, the cosine kernel has mean one, and its first cosine moment is the
damping factor `g₁`. -/
theorem cosineKernel_moments (N : ℕ) (g : ℕ → ℝ) :
    periodMean (cosineKernel (N + 1) g) = 1 ∧
      periodMean (fun t => cosineKernel (N + 1) g t * Real.cos t) = g 1 := by
  have hev : ∀ t, cosineKernel (N + 1) g (0 - t) = cosineKernel (N + 1) g t := by
    intro t
    simp only [cosineKernel, zero_sub, mul_neg, Real.cos_neg]
  have one : periodMean (fun _ => (1 : ℝ)) = 1 := by
    unfold periodMean
    rw [intervalIntegral.integral_const, smul_eq_mul, mul_one,
      show π - -π = 2 * π by ring, inv_mul_cancel₀ (by positivity)]
  have hc : periodMean Real.cos = 0 := by simpa using periodMean_cos 0
  -- orthogonality of the harmonics to `cos t`
  have h0 : periodMean (fun t => Real.cos ((((0 : ℕ) : ℝ) + 1) * t) * Real.cos t) = 1 / 2 := by
    have e : (fun t => Real.cos ((((0 : ℕ) : ℝ) + 1) * t) * Real.cos t) = fun t =>
        (1 / 2) * (1 : ℝ) + (1 / 2) * Real.cos ((((1 : ℕ) : ℝ) + 1) * t) := by
      funext t
      have a : (((0 : ℕ) : ℝ) + 1) * t = t := by simp
      have b : (((1 : ℕ) : ℝ) + 1) * t = 2 * t := by norm_num
      rw [a, b, Real.cos_two_mul]
      ring
    rw [e, periodMean_linear (1 / 2) (1 / 2) (u := fun _ => (1 : ℝ))
      (v := fun t => Real.cos ((((1 : ℕ) : ℝ) + 1) * t)) continuous_const (by fun_prop),
      one, periodMean_cos]
    norm_num
  have hs : ∀ k : ℕ,
      periodMean (fun t => Real.cos ((((k + 1 : ℕ) : ℝ) + 1) * t) * Real.cos t) = 0 := by
    intro k
    have e : (fun t => Real.cos ((((k + 1 : ℕ) : ℝ) + 1) * t) * Real.cos t) = fun t =>
        (1 / 2) * Real.cos ((((k + 2 : ℕ) : ℝ) + 1) * t) +
          (1 / 2) * Real.cos (((k : ℝ) + 1) * t) := by
      funext t
      have a : (((k + 2 : ℕ) : ℝ) + 1) * t = (((k + 1 : ℕ) : ℝ) + 1) * t + t := by
        push_cast
        ring
      have b : ((k : ℝ) + 1) * t = (((k + 1 : ℕ) : ℝ) + 1) * t - t := by
        push_cast
        ring
      rw [a, b, Real.cos_add, Real.cos_sub]
      ring
    rw [e, periodMean_linear (1 / 2) (1 / 2)
      (u := fun t => Real.cos ((((k + 2 : ℕ) : ℝ) + 1) * t))
      (v := fun t => Real.cos (((k : ℝ) + 1) * t)) (by fun_prop) (by fun_prop),
      periodMean_cos, periodMean_cos]
    norm_num
  constructor
  · have h := smooth_cosineKernel (N + 1) g (f := fun _ => (1 : ℝ)) continuous_const 0
    simp only [smooth, hev, dampedFourier, mul_one, one, periodMean_cos, mul_zero,
      Real.sin_zero, zero_mul, add_zero, Finset.sum_const_zero] at h
    exact h
  · have h := smooth_cosineKernel (N + 1) g Real.continuous_cos 0
    simp only [smooth, hev] at h
    rw [h]
    simp only [dampedFourier, mul_zero, Real.cos_zero, Real.sin_zero, zero_mul, add_zero,
      one_mul]
    rw [Finset.sum_range_succ', hc, h0]
    simp only [hs, mul_zero, Finset.sum_const_zero, zero_add]
    ring
```

Of the conditions on the kernel, only nonnegativity remains to be assumed.

```lean
/-- If the cosine kernel with harmonics `1, …, N + 1` is nonnegative, the damped Fourier series, cut
off after the same harmonic, of a periodic signal with Lipschitz constant `L` is everywhere within
`π L √((1 - g₁) / 2)` of the signal. -/
theorem dampedFourier_error (N : ℕ) (g : ℕ → ℝ) (hK0 : ∀ t, 0 ≤ cosineKernel (N + 1) g t)
    {f : ℝ → ℝ} {L : ℝ≥0} (hfp : Function.Periodic f (2 * π)) (hf : LipschitzWith L f) (x : ℝ) :
    |dampedFourier (N + 1) g f x - f x| ≤ π * L * Real.sqrt ((1 - g 1) / 2) := by
  have hKc : Continuous (cosineKernel (N + 1) g) := by
    unfold cosineKernel
    fun_prop
  have hKp : Function.Periodic (cosineKernel (N + 1) g) (2 * π) := by
    intro t
    have h : ∀ n : ℕ, Real.cos (((n : ℝ) + 1) * (t + 2 * π)) =
        Real.cos (((n : ℝ) + 1) * t) := by
      intro n
      rw [← Real.cos_add_nat_mul_two_pi (((n : ℝ) + 1) * t) (n + 1)]
      congr 1
      push_cast
      ring
    simp only [cosineKernel, h]
  obtain ⟨h1, h2⟩ := cosineKernel_moments N g
  have h := kernel_resolution_bound hKc hKp hK0 h1 hfp hf x
  rwa [h2, smooth_cosineKernel _ _ hf.continuous] at h
```

For \(F\) Lipschitz on \([-1,1]\), set \(f(\theta)=F(\cos\theta)\). The constant \(L\) carries over because

\[
(\cos a-\cos b)^2\le 2-2\cos(a-b)\le(a-b)^2 .
\]

```lean
/-- For a function `F` with Lipschitz constant `L` on `[-1, 1]`, the damped series in the angle `θ`,
cut off after harmonic `N + 1`, is within `π L √((1 - g₁) / 2)` of `F (cos θ)` when the cosine
kernel with harmonics `1, …, N + 1` is nonnegative. -/
theorem chebyshev_error (N : ℕ) (g : ℕ → ℝ) (hK0 : ∀ t, 0 ≤ cosineKernel (N + 1) g t)
    {F : ℝ → ℝ} {L : ℝ≥0} (hF : LipschitzOnWith L F (Set.Icc (-1) 1)) (θ : ℝ) :
    |dampedFourier (N + 1) g (fun s => F (Real.cos s)) θ - F (Real.cos θ)| ≤
      π * L * Real.sqrt ((1 - g 1) / 2) := by
  refine dampedFourier_error N g hK0 (f := fun s => F (Real.cos s)) ?_ ?_ θ
  · intro s
    simp only [Real.cos_add_two_pi]
  · refine LipschitzWith.of_dist_le_mul fun a b => ?_
    -- a chord of the unit circle is no longer than its arc
    have hcos : |Real.cos a - Real.cos b| ≤ |a - b| := by
      apply sq_le_sq.mp
      have h := Real.one_sub_sq_div_two_le_cos (x := a - b)
      rw [Real.cos_sub] at h
      nlinarith [sq_nonneg (Real.sin a - Real.sin b), Real.sin_sq_add_cos_sq a,
        Real.sin_sq_add_cos_sq b]
    have h := hF.dist_le_mul (Real.cos a) ⟨Real.neg_one_le_cos a, Real.cos_le_one a⟩
      (Real.cos b) ⟨Real.neg_one_le_cos b, Real.cos_le_one b⟩
    refine h.trans (mul_le_mul_of_nonneg_left ?_ L.coe_nonneg)
    rwa [Real.dist_eq, Real.dist_eq]
```

For this even signal \(f\), the sine terms vanish and the series becomes \(\mu_0+2\sum_n g_n\mu_nT_n(x)\), with \(x=\cos\theta\), \(T_n(\cos\theta)=\cos n\theta\) and \(\mu_n=\langle F(\cos t)\cos nt\rangle\). This is the kernel polynomial expansion of a given function \(F\): code multiplies each Chebyshev coefficient by \(g_n\) before summing. For a one-electron Hamiltonian matrix rescaled to spectrum in \([-1,1]\), `chebyshev_error` bounds the error in the occupation at each eigenvalue when the kernel is nonnegative and the temperature is above zero. Here \(L\) is the largest absolute slope of the Fermi function in the rescaled energy. A sharp step inside the interval has no finite \(L\).

The raised cosine \(1+\cos t\), with \(g_1=1/2\), meets the nonnegativity condition and gives the bound \(\pi L/2\).

```lean
/-- The cosine kernel with the single damping factor `g₁ = 1/2` is the raised cosine
`1 + cos t`, and it is nonnegative. -/
theorem raisedCosine_witness (t : ℝ) :
    cosineKernel 1 (fun _ => 1 / 2) t = 1 + Real.cos t ∧
      0 ≤ cosineKernel 1 (fun _ => 1 / 2) t := by
  have h : cosineKernel 1 (fun _ => 1 / 2) t = 1 + Real.cos t := by
    simp [cosineKernel]
  exact ⟨h, by rw [h]; linarith [Real.neg_one_le_cos t]⟩

end

end KernelResolution
```

```lean
#print axioms KernelResolution.kernel_resolution_bound
#print axioms KernelResolution.chebyshev_error
```

```
'KernelResolution.kernel_resolution_bound' depends on axioms: [propext, Classical.choice, Quot.sound]
'KernelResolution.chebyshev_error' depends on axioms: [propext, Classical.choice, Quot.sound]
```
